# Minimal spin patterns of the bcc alloy tetrahedron, and a D0₃ crystal ground state

Two metals that form an alloy on a body-centred cubic lattice can order in several ways. The lattice consists of two simple cubic sublattices. In B2 order one species fills the first and the other species fills the second. In B32 order the species alternate on both sublattices, and in D0₃ order one sublattice is uniform and the other alternates. Iron and aluminium, for example, form both B2 and D0₃ alloys. In a model with interactions between first and second neighbours only, the arrangement of lowest energy depends on these two couplings and on the chemical potentials.

Describe the species on a site by a spin \(s=\pm1\). The coupling \(V_1\) acts between nearest neighbours and \(V_2\) between second neighbours; a positive value means that like pairs raise the energy and unlike pairs lower it. The field \(h\) stands for the chemical potential difference, up to scale and shift, and favours \(s=+1\) when positive. That a real alloy's energy reduces to these two pair couplings on a rigid lattice is assumed throughout.

In Lean 4 with Mathlib:

```lean
import Mathlib

open Finset

namespace BccGroundStates

noncomputable section
```

Spins are real numbers restricted by a predicate.

```lean
/-- An Ising spin takes the value 1 or -1. -/
def IsSpin (s : ℝ) : Prop := s = 1 ∨ s = -1
```

A convenient cluster containing both kinds of bond is a tetrahedron with sites 1, 2 on one sublattice and 3, 4 on the other. Its energy is

\[
E=\frac{V_1}{6}(s_1+s_2)(s_3+s_4)+\frac{V_2}{4}(s_1s_2+s_3s_4)-\frac{h}{24}(s_1+s_2+s_3+s_4).
\]

The fractions share each bond and site among the tetrahedra that contain it.

```lean
/-- Energy of a bcc tetrahedron: sites 1, 2 lie on one sublattice and 3, 4 on the other;
`V1` couples nearest neighbours, `V2` second neighbours, and `h` is the field. -/
def tetraEnergy (V1 V2 h s1 s2 s3 s4 : ℝ) : ℝ :=
  V1 * (s1 + s2) * (s3 + s4) / 6 + V2 * (s1 * s2 + s3 * s4) / 4
    - h * (s1 + s2 + s3 + s4) / 24
```

A pattern is called minimal if no assignment of four spins has lower energy. Ties are allowed.

```lean
/-- The pattern `s1 s2 s3 s4` has an energy no higher than any assignment of four spins. -/
def IsLowest (V1 V2 h s1 s2 s3 s4 : ℝ) : Prop :=
  ∀ t1 t2 t3 t4, IsSpin t1 → IsSpin t2 → IsSpin t3 → IsSpin t4 →
    tetraEnergy V1 V2 h s1 s2 s3 s4 ≤ tetraEnergy V1 V2 h t1 t2 t3 t4
```

Parts (a) to (e) concern this single tetrahedron. Each pattern there bears the name of the crystal in which it occurs, with D0₃ written `D03` in the code.

## (a) The B2 pattern

Let \(V_2>0\) and \(h\ge0\). Show that \(++--\) is minimal exactly when

\[
V_2\le\tfrac23V_1\quad\text{and}\quad h\le 8V_1-6V_2 .
\]

**Solution.** Up to exchanges that leave the energy unchanged, the patterns with at least two plus spins have energies

\[
\begin{aligned}
E_{++--}&=-\tfrac23V_1+\tfrac12V_2, & E_{+-+-}&=-\tfrac12V_2,\\
E_{+++-}&=-\tfrac1{12}h, & E_{++++}&=\tfrac23V_1+\tfrac12V_2-\tfrac16h .
\end{aligned}
\]

The remaining patterns are \(+---\) and \(----\). They are the last two with all spins reversed, so the sign of \(h\) changes, and for \(h\ge0\) they are never lower than their partners.

The condition \(E_{++--}\le E_{+-+-}\) gives \(V_2\le\frac23V_1\), and \(E_{++--}\le E_{+++-}\) gives \(h\le8V_1-6V_2\). Comparison with \(++++\) requires only \(h\le8V_1\), which follows because \(V_2>0\).

In the code, the forward direction inserts the two decisive competitors into `IsLowest`. For the converse, `rintro` with `rfl` patterns replaces each competing spin by 1 or -1, which produces sixteen linear inequalities for `linarith`.

```lean
/-- For `V2 > 0` and `h ≥ 0`, the B2 pattern (++--) is minimal exactly when
`V2 ≤ 2 V1 / 3` and `h ≤ 8 V1 - 6 V2`. -/
theorem b2_iff {V1 V2 h : ℝ} (hV2 : 0 < V2) (hh : 0 ≤ h) :
    IsLowest V1 V2 h 1 1 (-1) (-1) ↔ V2 ≤ 2 * V1 / 3 ∧ h ≤ 8 * V1 - 6 * V2 := by
  constructor
  · intro H
    -- the competitors are B32 and D03
    have e1 := H 1 (-1) 1 (-1) (Or.inl rfl) (Or.inr rfl) (Or.inl rfl) (Or.inr rfl)
    have e2 := H 1 1 1 (-1) (Or.inl rfl) (Or.inl rfl) (Or.inl rfl) (Or.inr rfl)
    simp only [tetraEnergy] at e1 e2
    constructor <;> linarith
  · rintro ⟨h1, h2⟩ t1 t2 t3 t4 (rfl | rfl) (rfl | rfl) (rfl | rfl) (rfl | rfl) <;>
      simp only [tetraEnergy] <;> linarith
```

## (b) The B32 pattern

Let \(V_1>0\) and \(h\ge0\). Show that \(+-+-\) is minimal exactly when

\[
V_2\ge\tfrac23V_1\quad\text{and}\quad h\le6V_2 .
\]

**Solution.** Comparison with \(++--\) reverses the first inequality of (a). The condition \(-\frac12V_2\le-\frac1{12}h\) gives \(h\le6V_2\). Comparison with \(++++\) requires \(h\le4V_1+6V_2\), which is weaker since \(V_1>0\). The reversed patterns again lie no lower than their partners. The code has the same two halves as in (a), with B2 and D0₃ as competitors.

```lean
/-- For `V1 > 0` and `h ≥ 0`, the B32 pattern (+-+-) is minimal exactly when
`V2 ≥ 2 V1 / 3` and `h ≤ 6 V2`. -/
theorem b32_iff {V1 V2 h : ℝ} (hV1 : 0 < V1) (hh : 0 ≤ h) :
    IsLowest V1 V2 h 1 (-1) 1 (-1) ↔ 2 * V1 / 3 ≤ V2 ∧ h ≤ 6 * V2 := by
  constructor
  · intro H
    -- the competitors are B2 and D03
    have e1 := H 1 1 (-1) (-1) (Or.inl rfl) (Or.inl rfl) (Or.inr rfl) (Or.inr rfl)
    have e2 := H 1 1 1 (-1) (Or.inl rfl) (Or.inl rfl) (Or.inl rfl) (Or.inr rfl)
    simp only [tetraEnergy] at e1 e2
    constructor <;> linarith
  · rintro ⟨h1, h2⟩ t1 t2 t3 t4 (rfl | rfl) (rfl | rfl) (rfl | rfl) (rfl | rfl) <;>
      simp only [tetraEnergy] <;> linarith
```

## (c) The D0₃ pattern

Let \(V_2>0\). Show that \(+++-\) is minimal exactly when

\[
\max(8V_1-6V_2,\;6V_2)\le h\le8V_1+6V_2 .
\]

**Solution.** Comparisons with \(++--\) and \(+-+-\) give the two lower bounds. The upper bound comes from

\[
-\tfrac1{12}h\le\tfrac23V_1+\tfrac12V_2-\tfrac16h .
\]

Conversely, these bounds settle all three comparisons, and \(h\ge6V_2>0\) takes care of the reversed patterns. The sign of \(h\) therefore need not be assumed. In the code, `max_le_iff` splits the maximum into its two bounds.

At \(V_2=\frac23V_1\) the lower end of the window is \(h=4V_1\). For \(V_1>0\), B2, B32 and D0₃ all have energy \(-\frac13V_1\) at this point.

```lean
/-- For `V2 > 0`, the D03 pattern (+++-) is minimal exactly when
`max (8 V1 - 6 V2) (6 V2) ≤ h ≤ 8 V1 + 6 V2`. -/
theorem d03_iff {V1 V2 h : ℝ} (hV2 : 0 < V2) :
    IsLowest V1 V2 h 1 1 1 (-1) ↔
      max (8 * V1 - 6 * V2) (6 * V2) ≤ h ∧ h ≤ 8 * V1 + 6 * V2 := by
  rw [max_le_iff]
  constructor
  · intro H
    -- the competitors are B2, B32 and the ferromagnet
    have e1 := H 1 1 (-1) (-1) (Or.inl rfl) (Or.inl rfl) (Or.inr rfl) (Or.inr rfl)
    have e2 := H 1 (-1) 1 (-1) (Or.inl rfl) (Or.inr rfl) (Or.inl rfl) (Or.inr rfl)
    have e3 := H 1 1 1 1 (Or.inl rfl) (Or.inl rfl) (Or.inl rfl) (Or.inl rfl)
    simp only [tetraEnergy] at e1 e2 e3
    refine ⟨⟨?_, ?_⟩, ?_⟩ <;> linarith
  · rintro ⟨⟨h1, h2⟩, h3⟩ t1 t2 t3 t4 (rfl | rfl) (rfl | rfl) (rfl | rfl) (rfl | rfl) <;>
      simp only [tetraEnergy] <;> linarith
```

## (d) The uniform pattern

Let \(V_1,V_2>0\). Show that \(++++\) is minimal exactly when

\[
h\ge8V_1+6V_2 .
\]

**Solution.** This is the comparison with \(+++-\). The other two comparisons require \(h\ge8V_1\) and \(h\ge4V_1+6V_2\), both of which follow. The field is positive, so the reversed patterns lie no lower. The code calls this pattern ferromagnetic; in the alloy it is a single species on every site.

```lean
/-- For `V1, V2 > 0`, the ferromagnetic pattern (++++) is minimal exactly when
`h ≥ 8 V1 + 6 V2`. -/
theorem ferro_iff {V1 V2 h : ℝ} (hV1 : 0 < V1) (hV2 : 0 < V2) :
    IsLowest V1 V2 h 1 1 1 1 ↔ 8 * V1 + 6 * V2 ≤ h := by
  constructor
  · intro H
    have e1 := H 1 1 1 (-1) (Or.inl rfl) (Or.inl rfl) (Or.inl rfl) (Or.inr rfl)
    simp only [tetraEnergy] at e1
    linarith
  · rintro h1 t1 t2 t3 t4 (rfl | rfl) (rfl | rfl) (rfl | rfl) (rfl | rfl) <;>
      simp only [tetraEnergy] <;> linarith
```

## (e) Zero field

Let \(V_1,V_2>0\) and \(h=0\). Show that

\[
++--\ \text{is minimal}\iff V_2\le\tfrac23V_1,\qquad
+-+-\ \text{is minimal}\iff V_2\ge\tfrac23V_1 .
\]

**Solution.** Set \(h=0\) in (a) and (b). If \(V_2\le\frac23V_1\), then \(8V_1-6V_2\ge4V_1>0\), so the field condition in (a) holds. The one in (b) reads \(0\le6V_2\), which is true. The code rewrites with the two earlier theorems and supplies these inequalities.

```lean
/-- In zero field with `V1, V2 > 0`, B2 is minimal exactly when `V2 ≤ 2 V1 / 3`,
and B32 exactly when `V2 ≥ 2 V1 / 3`. -/
theorem zero_field {V1 V2 : ℝ} (hV1 : 0 < V1) (hV2 : 0 < V2) :
    (IsLowest V1 V2 0 1 1 (-1) (-1) ↔ V2 ≤ 2 * V1 / 3) ∧
      (IsLowest V1 V2 0 1 (-1) 1 (-1) ↔ 2 * V1 / 3 ≤ V2) := by
  rw [b2_iff hV2 le_rfl, b32_iff hV1 le_rfl]
  exact ⟨⟨fun H => H.1, fun H => ⟨H, by linarith⟩⟩,
    ⟨fun H => H.1, fun H => ⟨H, by linarith⟩⟩⟩
```

## From one tetrahedron to a periodic crystal

Label the cubic cells by a finite abelian group \(G\), with cubic translations \(a,b,c\). For an \(L\times L\times L\) periodic cell, \(G\) consists of integer triples modulo \(L\). The functions \(A\) and \(B\) give the spins on the two sublattices; they do not denote chemical species. The site of \(B(r)\) is displaced by \(-(a+b+c)/2\) from that of \(A(r)\). Write

\[
S_{fg}(t)=\sum_{r\in G}f(r)\,g(r+t),\qquad M_f=\sum_{r\in G} f(r).
\]

```lean
variable {G : Type*} [AddCommGroup G] [Fintype G]

/-- Sum over a periodic crystal of the bonds joining `f` at `r` to `g` at `r + t`. -/
def bondSum (f g : G → ℝ) (t : G) : ℝ := ∑ r, f r * g (r + t)
```

The crystal energy contains eight nearest-neighbour and six second-neighbour bond sums, each with its full coupling.

```lean
/-- Energy of a periodic bcc crystal with sublattices `A`, `B` and cubic translations
`a`, `b`, `c`: eight nearest-neighbour and six second-neighbour bonds per cell, and a field. -/
def crystalEnergy (V1 V2 h : ℝ) (A B : G → ℝ) (a b c : G) : ℝ :=
  V1 * (bondSum A B 0 + bondSum A B a + bondSum A B b + bondSum A B c
    + bondSum A B (a + b) + bondSum A B (a + c) + bondSum A B (b + c)
    + bondSum A B (a + b + c))
  + V2 * (bondSum A A a + bondSum A A b + bondSum A A c
    + bondSum B B a + bondSum B B b + bondSum B B c)
  - h * (∑ r, A r + ∑ r, B r)
```

A tetrahedron has an \(A\) edge from \(r\) to \(r+a\) and a \(B\) edge from \(r+a+p\) to \(r+a+p+d\). Let \(T(a,p,d)\) be the total energy of its translates.

```lean
/-- Total energy of all translates of the tetrahedron with an `A` edge along `a`
and a `B` edge along `d`, displaced by `p`. -/
def tetraSum (V1 V2 h : ℝ) (A B : G → ℝ) (a p d : G) : ℝ :=
  ∑ r, tetraEnergy V1 V2 h (A r) (A (r + a)) (B (r + a + p)) (B (r + a + p + d))
```

Four such tetrahedra surround each \(A\) edge.

```lean
/-- Total energy of the four tetrahedra around each `A` edge along `a`. -/
def edgeShell (V1 V2 h : ℝ) (A B : G → ℝ) (a b c : G) : ℝ :=
  tetraSum V1 V2 h A B a 0 b + tetraSum V1 V2 h A B a 0 c
    + tetraSum V1 V2 h A B a b c + tetraSum V1 V2 h A B a c b
```

In very small cells some neighbour labels coincide, and the sums then count periodic images separately.

## (f) Summing one tetrahedron over the crystal

Show that

\[
\begin{aligned}
T(a,p,d)={}&\tfrac{V_1}{6}\bigl[S_{AB}(a+p)+S_{AB}(a+p+d)+S_{AB}(p)+S_{AB}(p+d)\bigr]\\
&+\tfrac{V_2}{4}\bigl[S_{AA}(a)+S_{BB}(d)\bigr]-\tfrac{h}{12}(M_A+M_B).
\end{aligned}
\]

**Solution.** Expand the product of sublattice sums. The terms containing \(A(r)\) are already bond sums. In those containing \(A(r+a)\), replace \(r+a\) by \(r\); for example,

\[
\sum_r A(r+a)B(r+a+p)=\sum_r A(r)B(r+p)=S_{AB}(p).
\]

Shifting by \(a+p\) turns the \(B\) edge into \(S_{BB}(d)\). Each sublattice spin sum occurs twice, so \(h/24\) becomes \(h/12\).

The relabelling is done by `Equiv.sum_comp (Equiv.addRight t) f`. Here `Equiv.addRight t` is the map \(r\mapsto r+t\) packaged with its inverse, and `Equiv.sum_comp` states that a finite sum is unchanged when its index passes through such a bijection. Periodic boundary conditions enter in this way, since translation permutes the cells of a finite group. The proof records six shifts, expands the energy as `e`, and combines them with `linear_combination`.

```lean
/-- The energy of all translates of one tetrahedron is a combination of bond sums
and sublattice magnetisations. -/
theorem tetraSum_eq (V1 V2 h : ℝ) (A B : G → ℝ) (a p d : G) :
    tetraSum V1 V2 h A B a p d =
      V1 / 6 * (bondSum A B (a + p) + bondSum A B (a + p + d)
        + bondSum A B p + bondSum A B (p + d))
      + V2 / 4 * (bondSum A A a + bondSum B B d)
      - h / 12 * (∑ r, A r + ∑ r, B r) := by
  -- a sum over the crystal is unchanged by a translation
  have shift : ∀ (t : G) (f : G → ℝ), ∑ r, f (r + t) = ∑ r, f r :=
    fun t f => Equiv.sum_comp (Equiv.addRight t) f
  have s1 := shift a (fun r => A r * B (r + p))
  have s2 := shift a (fun r => A r * B (r + p + d))
  have s3 := shift (a + p) (fun r => B r * B (r + d))
  have s4 := shift a A
  have s5 := shift (a + p) B
  have s6 := shift (a + p + d) B
  have e : tetraSum V1 V2 h A B a p d =
      V1 / 6 * (∑ r, A r * B (r + a + p) + ∑ r, A r * B (r + a + p + d)
        + ∑ r, A (r + a) * B (r + a + p) + ∑ r, A (r + a) * B (r + a + p + d))
      + V2 / 4 * (∑ r, A r * A (r + a) + ∑ r, B (r + a + p) * B (r + a + p + d))
      - h / 24 * (∑ r, A r + ∑ r, A (r + a) + ∑ r, B (r + a + p)
        + ∑ r, B (r + a + p + d)) := by
    simp only [tetraSum, tetraEnergy, mul_sum, ← sum_add_distrib, ← sum_sub_distrib]
    exact sum_congr rfl fun r _ => by ring
  rw [e]
  simp only [bondSum, ← add_assoc] at s1 s2 s3 s5 s6 ⊢
  linear_combination V1 / 6 * (s1 + s2) + V2 / 4 * s3 - h / 24 * (s4 + s5 + s6)
```

## (g) The crystal as a sum of tetrahedra

Let \(E_{\rm cr}\) be the crystal energy and \(Q(a,b,c)\) the energy of the four tetrahedra around every \(A\) edge along \(a\). Show that

\[
E_{\rm cr}=Q(a,b,c)+Q(b,c,a)+Q(c,a,b).
\]

**Solution.** The four tetrahedra have \((p,d)=(0,b),(0,c),(b,c),(c,b)\). By (f), each of the eight nearest-neighbour offsets \(t\) occurs twice, so

\[
Q(a,b,c)=\tfrac{V_1}{3}\sum_{t}S_{AB}(t)
+V_2\bigl[S_{AA}(a)+\tfrac12S_{BB}(b)+\tfrac12S_{BB}(c)\bigr]
-\tfrac h3(M_A+M_B).
\]

Adding the two cyclic permutations gives every bond sum and the field term their full weight. The code rewrites with `tetraSum_eq`, puts the translations in a common order, and finishes with `ring`.

```lean
/-- The energy of the periodic bcc crystal is the sum of the energies of its tetrahedra,
twelve per cubic cell. -/
theorem crystalEnergy_eq_tetrahedra (V1 V2 h : ℝ) (A B : G → ℝ) (a b c : G) :
    crystalEnergy V1 V2 h A B a b c = edgeShell V1 V2 h A B a b c
      + edgeShell V1 V2 h A B b c a + edgeShell V1 V2 h A B c a b := by
  have h1 : b + a = a + b := add_comm b a
  have h2 : c + a = a + c := add_comm c a
  have h3 : c + b = b + c := add_comm c b
  have h4 : a + c + b = a + b + c := by abel
  have h5 : b + c + a = a + b + c := by abel
  simp only [crystalEnergy, edgeShell, tetraSum_eq, add_zero, zero_add]
  simp only [h1, h2, h3, h4, h5]
  ring
```

## (h) The D0₃ crystal

Let \(V_2>0\) and let \(h\) lie in the window of (c). Let \(\chi\) be a spin pattern that changes sign under each of \(a,b,c\). Show that, for all spin patterns \(A,B\) on the same periodic cell,

\[
E_{\rm cr}[1,\chi]\le E_{\rm cr}[A,B].
\]

**Solution.** Every tetrahedron of the D0₃ crystal has spins \(1,1,\chi,-\chi\), hence energy \(-h/12\). By (c), the corresponding tetrahedron of any competitor has at least this energy. Sum over all tetrahedra and use (g). With twelve tetrahedra per cubic cell, the minimum is \(-h\) per cell.

In the code, `key` is the inequality for one family of translates, and the final `linarith` adds its twelve instances. The theorem gives a sufficient condition and does not claim uniqueness. In a lattice Monte Carlo simulation of this model, with \(V_2>0\) and \(h\) in the window of (c), no configuration of a periodic cell that admits \(\chi\) can have an energy \(E_{\rm cr}\), field term included, below \(-h\) per cubic cell.

```lean
/-- For `V2 > 0` and `max (8 V1 - 6 V2) (6 V2) ≤ h ≤ 8 V1 + 6 V2`, the D03 crystal, with one
sublattice equal to 1 everywhere and the other alternating along `a`, `b`, `c`, has an energy no
higher than any spin pattern on the same periodic cell. -/
theorem d03_crystal_ground_state {V1 V2 h : ℝ} (hV2 : 0 < V2)
    (hlo : max (8 * V1 - 6 * V2) (6 * V2) ≤ h) (hhi : h ≤ 8 * V1 + 6 * V2)
    {a b c : G} {χ : G → ℝ} (hχ : ∀ r, IsSpin (χ r)) (ha : ∀ r, χ (r + a) = -χ r)
    (hb : ∀ r, χ (r + b) = -χ r) (hc : ∀ r, χ (r + c) = -χ r)
    {A B : G → ℝ} (hA : ∀ r, IsSpin (A r)) (hB : ∀ r, IsSpin (B r)) :
    crystalEnergy V1 V2 h (fun _ => 1) χ a b c ≤ crystalEnergy V1 V2 h A B a b c := by
  -- every tetrahedron of the D03 crystal is individually minimal
  have key : ∀ u p d : G, (∀ r, χ (r + d) = -χ r) →
      tetraSum V1 V2 h (fun _ => 1) χ u p d ≤ tetraSum V1 V2 h A B u p d := by
    intro u p d hd
    refine sum_le_sum fun r _ => ?_
    have e : tetraEnergy V1 V2 h 1 1 (χ (r + u + p)) (χ (r + u + p + d))
        = tetraEnergy V1 V2 h 1 1 1 (-1) := by
      rw [hd]
      rcases hχ (r + u + p) with q | q
      · rw [q]
      · rw [q]
        unfold tetraEnergy
        ring
    rw [e]
    exact (d03_iff hV2).2 ⟨hlo, hhi⟩ _ _ _ _ (hA _) (hA _) (hB _) (hB _)
  rw [crystalEnergy_eq_tetrahedra, crystalEnergy_eq_tetrahedra]
  simp only [edgeShell]
  linarith [key a 0 b hb, key a 0 c hc, key a b c hc, key a c b hb,
    key b 0 c hc, key b 0 a ha, key b c a ha, key b a c hc,
    key c 0 a ha, key c 0 b hb, key c a b hb, key c b a ha]
```

## (i) An alternating pattern on eight cubes

On the cell of \(2\times2\times2\) cubes, set \(\chi(r)=1\) if \(r_1+r_2+r_3\) is even and \(\chi(r)=-1\) otherwise. Show that \(\chi\) is a spin pattern and that

\[
\chi(r+e_i)=-\chi(r),\qquad i=1,2,3,
\]

where \(e_i\) are the unit translations.

**Solution.** The values are \(\pm1\) by definition. A unit translation adds 1 to the coordinate sum modulo 2, so it exchanges even and odd. With \(V_1=V_2=1\) and \(h=10\), the window in (h) is \(6\le h\le14\), and all the conditions there are met. An odd number of cubes along an axis would rule out such a pattern, because going once around the cell would reverse its sign.

The code computes coordinates in `ZMod 2`, where "even" means that the sum equals 0.

```lean
/-- The alternating spin pattern on a periodic cell of 2 × 2 × 2 cubes. -/
def stagger (r : ZMod 2 × ZMod 2 × ZMod 2) : ℝ :=
  if r.1 + r.2.1 + r.2.2 = 0 then 1 else -1
```

The auxiliary statement `flip` treats every translation of odd coordinate sum at once, and the three unit translations are instances.

```lean
/-- The pattern `stagger` consists of spins and changes sign under each of the three
cubic translations. -/
theorem d03_crystal_witness (r : ZMod 2 × ZMod 2 × ZMod 2) :
    IsSpin (stagger r) ∧ stagger (r + (1, 0, 0)) = -stagger r ∧
      stagger (r + (0, 1, 0)) = -stagger r ∧ stagger (r + (0, 0, 1)) = -stagger r := by
  -- a unit translation changes the parity of the cell
  have flip : ∀ t : ZMod 2 × ZMod 2 × ZMod 2, t.1 + t.2.1 + t.2.2 = 1 →
      stagger (r + t) = -stagger r := by
    intro t ht
    have par : ∀ m : ZMod 2, m + 1 = 0 ↔ ¬ m = 0 := by decide
    have e : (r + t).1 + (r + t).2.1 + (r + t).2.2 = r.1 + r.2.1 + r.2.2 + 1 := by
      rw [← ht]
      simp only [Prod.fst_add, Prod.snd_add]
      ring
    unfold stagger
    rw [e]
    by_cases q : r.1 + r.2.1 + r.2.2 = 0
    · rw [if_neg (fun w => (par _).1 w q), if_pos q]
    · rw [if_pos ((par _).2 q), if_neg q, neg_neg]
  refine ⟨?_, flip _ (by decide), flip _ (by decide), flip _ (by decide)⟩
  unfold stagger IsSpin
  split_ifs
  · exact Or.inl rfl
  · exact Or.inr rfl

end

end BccGroundStates
```

```lean
#print axioms BccGroundStates.ferro_iff
-- 'BccGroundStates.ferro_iff' depends on axioms: [propext, Classical.choice, Quot.sound]
#print axioms BccGroundStates.zero_field
-- 'BccGroundStates.zero_field' depends on axioms: [propext, Classical.choice, Quot.sound]
#print axioms BccGroundStates.d03_crystal_ground_state
-- 'BccGroundStates.d03_crystal_ground_state' depends on axioms: [propext, Classical.choice, Quot.sound]
```
